# First- and second-order truncation of the Peierls factor lowers the ground state of a dimer in a vector potential

Take an open dimer with equal on-site energies, set to zero, hopping $-t$ with $t>0$, and site separation $d$. In a static uniform vector potential $A$ its energies are $\pm t$ whatever the value of $A$, provided that the hopping carries the full Peierls factor $e^{-ia}$ with $a=Ad$. If the exponential is truncated at first order in $a$, the energies become $\pm t\sqrt{1+a^2}$; at second order they become $\pm t\sqrt{1+a^4/4}$. For $a\neq 0$ both truncations therefore put the ground state below its true value $-t$. The lowering is not a rule for all orders: at third order the ground state lies above $-t$ when $0<a^2<3$.

Here $\hbar=1$ and the charge is absorbed in $A$, which is measured along the bond. The result concerns one non-interacting particle on two sites, and there it shows how a tight-binding Hamiltonian can lose gauge invariance when its coupling to the field is truncated.

## Energies of a dimer with a complex hopping factor

Label the sites 0 and 1, give them equal on-site energies, and set these to zero. Let the hopping be multiplied by a complex number $z$:

$$
H(z)=\begin{pmatrix}0&-tz\\-tz^*&0\end{pmatrix}.
$$

The matrix is Hermitian for every $z$, so all its eigenvalues are real. A number $E$ is an eigenvalue when the secular determinant vanishes:

$$
\det\bigl(H(z)-E\bigr)=(-E)(-E)-(-tz)(-tz^*)=E^2-t^2|z|^2=0 .
$$

Hence $E=\pm t|z|$, and for $t>0$ the ground-state energy is $-t|z|$. The phase of $z$ has no effect on the energies. Only its modulus matters.

## Moduli of the exact and truncated factors

The exact factor $e^{-ia}$ has modulus 1, which gives $E=\pm t$. Let $z_n$ be its power series kept through order $n$:

$$
z_n=\sum_{k=0}^{n}\frac{(-ia)^k}{k!}.
$$

At first order $z_1=1-ia$, so $|z_1|^2=1+a^2$.

At second order $z_2=1-\tfrac{a^2}{2}-ia$, and

$$
|z_2|^2=\Bigl(1-\frac{a^2}{2}\Bigr)^2+a^2=1-a^2+\frac{a^4}{4}+a^2=1+\frac{a^4}{4}.
$$

At third order the new term is $(-ia)^3/6=ia^3/6$, so $z_3=1-\tfrac{a^2}{2}+i\bigl(-a+\tfrac{a^3}{6}\bigr)$, and

$$
|z_3|^2=1-a^2+\frac{a^4}{4}+a^2-\frac{a^4}{3}+\frac{a^6}{36}
=1-\frac{a^4}{12}+\frac{a^6}{36}=1-\frac{a^4(3-a^2)}{36}.
$$

For $a\neq0$ the first two moduli exceed 1, and the ground state drops below $-t$. The third is smaller than 1 when $0<a^2<3$, and the ground state then rises above $-t$. At $a^2=3$ it returns to $-t$, and for larger $a^2$ it lies below.

## A uniform vector potential as a change of site phases

The exact energies do not depend on $A$ because $A$ can be removed by a unitary transformation. With $U=\mathrm{diag}(1,e^{ia})$,

$$
\bigl(U H(1)U^\dagger\bigr)_{01}=1\cdot(-t)\cdot e^{-ia}=-te^{-ia},
$$

and the element $10$ is the complex conjugate. Thus $H(e^{-ia})=UH(1)U^\dagger$, which has the spectrum of the field-free dimer. This is as it should be, since a static uniform vector potential on an open chain produces neither an electric nor a magnetic field. A truncated factor whose modulus differs from 1 changes the strength of the hopping as well as its phase, and no change of site phases can undo that.

## Linear and quadratic coupling in a tight-binding calculation

A calculation of optical response often expands the Hamiltonian in the vector potential. For the dimer the element $01$ through second order is

$$
-tz_2=-t+ita+\frac{ta^2}{2}.
$$

The linear term is the coupling of $A$ to the current operator, and the quadratic term is the diamagnetic one. A program that adds only the coupling to the current and then diagonalises the matrix is working with $z_1$.

Perturbation theory shows where the error comes from. The field-free ground state is $(1,1)/\sqrt2$ with energy $-t$, and the excited state is $(1,-1)/\sqrt2$ with energy $t$. The linear term has zero expectation value in the ground state, and its matrix element between the two states is $ita$. In second order it contributes $-t^2a^2/(2t)=-ta^2/2$. The expectation value of the quadratic term is $+ta^2/2$, and the two cancel. Without the quadratic term the shift $-ta^2/2$ remains. With it, the leading error of the diagonalised matrix is $-ta^4/8$.

For $t=1$ eV and $a=0.2$, diagonalisation gives a ground state that is too low by about 19.8 meV at first order and by about 0.20 meV at second order. At third order it is too high by about 0.07 meV. When the matrix is built from the complex exponential itself, the shift is absent.

## The dimer, its factors and its energies in Lean

```lean
import Mathlib

open Matrix ComplexConjugate

namespace PeierlsDimer

noncomputable section
```

The Hamiltonian takes the real hopping parameter `t` and an arbitrary complex factor `z`. One definition thus serves for the exact coupling and for every truncation.

```lean
/-- The Hamiltonian of an open dimer with hopping `-t`, whose off-diagonal element is
multiplied by a complex factor `z`. -/
def dimer (t : ℝ) (z : ℂ) : Matrix (Fin 2) (Fin 2) ℂ :=
  !![0, -(t : ℂ) * z; -(t : ℂ) * conj z, 0]
```

The rows and columns are indexed by `Fin 2`, whose elements 0 and 1 are the two sites. The basis orbitals are taken as orthonormal, and the field enters only through the hopping. The Peierls factor itself is a postulate of the model: it stands for the phase that a charged particle acquires on its way from one site to the other, and it is not derived here from the continuum Hamiltonian. Dipole matrix elements between the orbitals are left out.

```lean
/-- The Peierls factor `exp(-ia)`. -/
def peierls (a : ℝ) : ℂ := Complex.exp (-(Complex.I * a))

/-- The power series of the Peierls factor, kept through order `n` in `a`. -/
def truncated (n : ℕ) (a : ℝ) : ℂ :=
  ∑ k ∈ Finset.range (n + 1), (-(Complex.I * a)) ^ k / (k.factorial : ℂ)
```

The range in the sum has `n + 1` members, so `truncated n a` includes the term of order $n$ and is the $z_n$ of the derivation.

```lean
/-- The real number `E` is an energy of `H` if `H` has a nonzero eigenvector with
eigenvalue `E`. -/
def IsEnergy (H : Matrix (Fin 2) (Fin 2) ℂ) (E : ℝ) : Prop :=
  ∃ v : Fin 2 → ℂ, v ≠ 0 ∧ H *ᵥ v = (E : ℂ) • v
```

An energy is a real number with a nonzero eigenvector. The vector need not be normalised, since dividing it by its norm leaves the eigenvalue equation intact.

```lean
/-- The site-dependent phase change that multiplies the second site by `exp(ia)`. -/
def siteGauge (a : ℝ) : Matrix (Fin 2) (Fin 2) ℂ :=
  !![1, 0; 0, conj (peierls a)]
```

This is the matrix $U$, with $e^{ia}$ written as the conjugate of the Peierls factor.

## From the secular determinant to the ground state

```lean
/-- The dimer Hamiltonian is Hermitian for every complex factor on the hopping. -/
theorem dimer_isHermitian (t : ℝ) (z : ℂ) : (dimer t z).IsHermitian := by
  show (dimer t z)ᴴ = dimer t z
  ext i j
  fin_cases i <;> fin_cases j <;> simp [dimer, Matrix.conjTranspose_apply]
```

The proof compares the four matrix elements of $H^\dagger$ and $H$. Because the matrix is Hermitian, the restriction of `IsEnergy` to real numbers loses no eigenvalue.

```lean
/-- The energies of the dimer are plus and minus `t` times the modulus of the factor on
the hopping. -/
theorem isEnergy_iff (t : ℝ) (z : ℂ) (E : ℝ) :
    IsEnergy (dimer t z) E ↔ E = t * ‖z‖ ∨ E = -(t * ‖z‖) := by
  have h1 : IsEnergy (dimer t z) E ↔
      ∃ v : Fin 2 → ℂ, v ≠ 0 ∧ (dimer t z - (E : ℂ) • 1) *ᵥ v = 0 := by
    simp only [IsEnergy, Matrix.sub_mulVec, Matrix.smul_mulVec, Matrix.one_mulVec,
      sub_eq_zero]
  -- the secular determinant
  have hdet : (dimer t z - (E : ℂ) • 1).det = ((E ^ 2 - (t * ‖z‖) ^ 2 : ℝ) : ℂ) := by
    have hz : z * conj z = (‖z‖ : ℂ) ^ 2 := by
      rw [Complex.mul_conj, Complex.normSq_eq_norm_sq]
      push_cast
      rfl
    rw [Matrix.det_fin_two]
    simp [dimer]
    linear_combination (-(t : ℂ) ^ 2) * hz
  rw [h1, Matrix.exists_mulVec_eq_zero_iff, hdet, Complex.ofReal_eq_zero, sub_eq_zero,
    sq_eq_sq_iff_eq_or_eq_neg]
```

This theorem contains the step from the determinant to $E=\pm t|z|$, for any real `t`. First `h1` moves the right-hand side of the eigenvalue equation to the left, which gives $(H-E)v=0$. Then `hdet` evaluates the determinant as $E^2-(t|z|)^2$, with $zz^*=|z|^2$ supplied by `hz`. The lemma `Matrix.exists_mulVec_eq_zero_iff` says that a nonzero solution $v$ exists exactly when the determinant vanishes. What is left is an equality of two squares, which means that $E$ is $t|z|$ or its negative.

```lean
/-- For `t > 0` the ground-state energy of the dimer is `-t` times the modulus of the
factor on the hopping. -/
theorem ground_energy {t : ℝ} (ht : 0 < t) (z : ℂ) :
    IsLeast {E | IsEnergy (dimer t z) E} (-(t * ‖z‖)) := by
  refine ⟨(isEnergy_iff t z _).2 (Or.inr rfl), fun E hE => ?_⟩
  have h0 := mul_nonneg ht.le (norm_nonneg z)
  rcases (isEnergy_iff t z E).1 hE with h | h <;> linarith
```

`IsLeast` says that $-t|z|$ belongs to the set of energies and that no energy lies below it. The first part comes from `isEnergy_iff`, and the second from $t|z|\ge0$. The condition $t>0$ fixes the sign for which the in-phase combination of the orbitals is the field-free ground state. For negative $t$ the two levels are the same as for $|t|$, but $-t|z|$ is then the upper one unless $z=0$.

## The moduli and the gauge transformation

```lean
/-- The Peierls factor has modulus one. -/
theorem norm_peierls (a : ℝ) : ‖peierls a‖ = 1 := by
  have h : -(Complex.I * (a : ℂ)) = ((-a : ℝ) : ℂ) * Complex.I := by
    push_cast
    ring
  rw [peierls, h, Complex.norm_exp_ofReal_mul_I]
```

The exponent is rewritten as a real number times $i$, and the exponential of such a number has modulus 1.

```lean
/-- The moduli of the Peierls factor truncated at first, second and third order. -/
theorem norm_truncated (a : ℝ) :
    ‖truncated 1 a‖ = √(1 + a ^ 2) ∧ ‖truncated 2 a‖ = √(1 + a ^ 4 / 4) ∧
      ‖truncated 3 a‖ = √(1 - a ^ 4 / 12 + a ^ 6 / 36) := by
  -- split each partial sum into real and imaginary parts
  have h1 : truncated 1 a = ((1 : ℝ) : ℂ) + ((-a : ℝ) : ℂ) * Complex.I := by
    simp only [truncated, Finset.sum_range_succ, Finset.sum_range_zero, Nat.factorial]
    push_cast
    ring
  have h2 : truncated 2 a =
      ((1 - a ^ 2 / 2 : ℝ) : ℂ) + ((-a : ℝ) : ℂ) * Complex.I := by
    simp only [truncated, Finset.sum_range_succ, Finset.sum_range_zero, Nat.factorial]
    push_cast
    linear_combination ((a : ℂ) ^ 2 / 2) * Complex.I_sq
  have h3 : truncated 3 a =
      ((1 - a ^ 2 / 2 : ℝ) : ℂ) + ((-a + a ^ 3 / 6 : ℝ) : ℂ) * Complex.I := by
    simp only [truncated, Finset.sum_range_succ, Finset.sum_range_zero, Nat.factorial]
    push_cast
    linear_combination ((a : ℂ) ^ 2 / 2 - (a : ℂ) ^ 3 / 6 * Complex.I) * Complex.I_sq
  refine ⟨?_, ?_, ?_⟩
  · rw [h1, Complex.norm_add_mul_I]
    congr 1
    ring
  · rw [h2, Complex.norm_add_mul_I]
    congr 1
    ring
  · rw [h3, Complex.norm_add_mul_I]
    congr 1
    ring
```

The statements `h1`, `h2` and `h3` split the partial sums into real and imaginary parts, as was done above for $z_1$, $z_2$ and $z_3$. Where powers of $i$ occur, `linear_combination` reduces them with $i^2=-1$. `Complex.norm_add_mul_I` then gives the modulus as the root of the sum of the two squares, and `ring` expands that sum.

```lean
/-- The dimer with the full Peierls factor is the field-free dimer transformed by a
unitary change of the site phases. -/
theorem peierls_gauge (t a : ℝ) :
    siteGauge a ∈ Matrix.unitaryGroup (Fin 2) ℂ ∧
      dimer t (peierls a) = siteGauge a * dimer t 1 * (siteGauge a)ᴴ := by
  have hp : peierls a * conj (peierls a) = 1 := by
    rw [Complex.mul_conj, Complex.normSq_eq_norm_sq, norm_peierls]
    norm_num
  constructor
  · rw [Matrix.mem_unitaryGroup_iff, Matrix.star_eq_conjTranspose]
    ext i j
    fin_cases i <;> fin_cases j <;>
      simp [siteGauge, Matrix.mul_apply, Fin.sum_univ_succ]
    linear_combination hp
  · ext i j
    fin_cases i <;> fin_cases j <;>
      simp [dimer, siteGauge, Matrix.mul_apply, Fin.sum_univ_succ]
    ring
```

The theorem has two parts: $U$ is unitary, and $H(e^{-ia})=UH(1)U^\dagger$. Both are checked element by element. Unitarity comes down to $e^{-ia}(e^{-ia})^*=1$, which is `hp`. The energies below are obtained from the modulus and do not use this theorem, which adds the physical reason for their independence of $A$.

## Exact and truncated energies compared

```lean
/-- In a uniform vector potential `A`, a dimer of length `d` has energies `±t` with the
full Peierls factor, `±t√(1 + (Ad)²)` at first order and `±t√(1 + (Ad)⁴/4)` at second
order. -/
theorem dimer_energies (t A d E : ℝ) :
    (IsEnergy (dimer t (peierls (A * d))) E ↔ E = t ∨ E = -t) ∧
    (IsEnergy (dimer t (truncated 1 (A * d))) E ↔
      E = t * √(1 + (A * d) ^ 2) ∨ E = -(t * √(1 + (A * d) ^ 2))) ∧
    (IsEnergy (dimer t (truncated 2 (A * d))) E ↔
      E = t * √(1 + (A * d) ^ 4 / 4) ∨ E = -(t * √(1 + (A * d) ^ 4 / 4))) := by
  obtain ⟨h1, h2, -⟩ := norm_truncated (A * d)
  refine ⟨?_, ?_, ?_⟩
  · rw [isEnergy_iff, norm_peierls, mul_one]
  · rw [isEnergy_iff, h1]
  · rw [isEnergy_iff, h2]
```

The three equivalences give the complete set of energies for the exact factor and for the first two truncations. They hold for all real `t`, `A`, `d` and `E`. When $Ad=0$ the three sets coincide. Each proof inserts the appropriate modulus into `isEnergy_iff`.

```lean
/-- For `t > 0` and `Ad ≠ 0`, truncating the Peierls factor at first or at second order
puts the ground-state energy strictly below the exact value `-t`. -/
theorem truncation_lowers_ground {t A d : ℝ} (ht : 0 < t) (h : A * d ≠ 0) :
    IsLeast {E | IsEnergy (dimer t (peierls (A * d))) E} (-t) ∧
    (∃ E₁ < -t, IsLeast {E | IsEnergy (dimer t (truncated 1 (A * d))) E} E₁) ∧
    (∃ E₂ < -t, IsLeast {E | IsEnergy (dimer t (truncated 2 (A * d))) E} E₂) := by
  generalize A * d = a at h ⊢
  obtain ⟨h1, h2, -⟩ := norm_truncated a
  have a2 : 0 < a ^ 2 := by positivity
  have a4 : 0 < a ^ 4 := by positivity
  -- both truncated factors are longer than one
  have l1 : 1 < ‖truncated 1 a‖ := by
    rw [h1]
    exact (Real.lt_sqrt (by norm_num)).2 (by linarith)
  have l2 : 1 < ‖truncated 2 a‖ := by
    rw [h2]
    exact (Real.lt_sqrt (by norm_num)).2 (by linarith)
  refine ⟨?_, ⟨_, ?_, ground_energy ht _⟩, ⟨_, ?_, ground_energy ht _⟩⟩
  · have h0 := ground_energy ht (peierls a)
    rwa [norm_peierls, mul_one] at h0
  · nlinarith [mul_pos ht (sub_pos.2 l1)]
  · nlinarith [mul_pos ht (sub_pos.2 l2)]
```

The first part identifies the exact ground-state energy as $-t$. The other two say that each truncated Hamiltonian has a least energy and that it is strictly smaller than $-t$. The proof writes `a` for the product `A * d` and shows in `l1` and `l2` that the truncated factors have modulus greater than 1, because $a^2$ and $a^4$ are positive. The least energy is supplied by `ground_energy`, and the final inequality follows from $t(|z_n|-1)>0$. At $a=0$ the truncated factors equal 1 and there is no lowering.

```lean
/-- For `t > 0` and `0 < (Ad)² < 3`, truncating the Peierls factor at third order puts the
ground-state energy strictly above `-t`. -/
theorem third_order_raises_ground {t A d : ℝ} (ht : 0 < t) (h : A * d ≠ 0)
    (h3 : (A * d) ^ 2 < 3) :
    ∃ E₃ > -t, IsLeast {E | IsEnergy (dimer t (truncated 3 (A * d))) E} E₃ := by
  generalize A * d = a at h h3 ⊢
  have a4 : 0 < a ^ 4 := by positivity
  have l3 : ‖truncated 3 a‖ < 1 := by
    rw [(norm_truncated a).2.2]
    exact (Real.sqrt_lt' one_pos).2 (by nlinarith [mul_pos a4 (sub_pos.2 h3)])
  refine ⟨_, ?_, ground_energy ht _⟩
  nlinarith [mul_pos ht (sub_pos.2 l3)]

end

end PeierlsDimer
```

Here the modulus is smaller than 1. The inequality passed to `nlinarith` is $a^4(3-a^2)>0$, the quantity that appeared in the factorised form of $|z_3|^2$. From $t(1-|z_3|)>0$ it follows that the least energy $-t|z_3|$ lies above $-t$.

```lean
#print axioms PeierlsDimer.peierls_gauge
#print axioms PeierlsDimer.dimer_energies
#print axioms PeierlsDimer.truncation_lowers_ground
#print axioms PeierlsDimer.third_order_raises_ground
```

```
'PeierlsDimer.peierls_gauge' depends on axioms: [propext, Classical.choice, Quot.sound]
'PeierlsDimer.dimer_energies' depends on axioms: [propext, Classical.choice, Quot.sound]
'PeierlsDimer.truncation_lowers_ground' depends on axioms: [propext, Classical.choice, Quot.sound]
'PeierlsDimer.third_order_raises_ground' depends on axioms: [propext, Classical.choice, Quot.sound]
```
